# The CCSD ansatz is exact for two electrons when the reference determinant has nonzero weight

A state of two electrons in finitely many spin orbitals is given here by its antisymmetric amplitude matrix C, with blocks J (occupied–occupied), −Xᵀ (occupied–virtual), X (virtual–occupied) and Y (virtual–virtual). If the reference amplitude J₀₁ is nonzero, C is a multiple of exactly one coupled-cluster state with singles and doubles (CCSD).

In Lean 4 with Mathlib:

```lean
import Mathlib

open Matrix

namespace TwoElectronCoupledCluster

noncomputable section

variable {o v : Type*} [Fintype o] [DecidableEq o] [Fintype v] [DecidableEq v]

/-- The orbital transformation that adds to each occupied orbital a virtual part with
coefficients `M` and leaves the virtual orbitals alone. -/
def orbitalShift (M : Matrix v o ℂ) : Matrix (o ⊕ v) (o ⊕ v) ℂ :=
  fromBlocks 1 0 M 1

/-- The antisymmetric amplitudes of two electrons in two occupied spin orbitals. -/
def refPair : Matrix (Fin 2) (Fin 2) ℂ := !![0, 1; -1, 0]

/-- The reference determinant, with both electrons in the occupied spin orbitals. -/
def reference : Matrix (Fin 2 ⊕ v) (Fin 2 ⊕ v) ℂ := fromBlocks refPair 0 0 0

/-- The singles operator: the one-body excitation with amplitudes `M` acts on each of the
two electrons in turn. -/
def singles (M : Matrix v (Fin 2) ℂ) :
    Module.End ℂ (Matrix (Fin 2 ⊕ v) (Fin 2 ⊕ v) ℂ) where
  toFun A := fromBlocks 0 0 M 0 * A + A * (fromBlocks 0 0 M 0)ᵀ
  map_add' A B := by
    simp only [Matrix.mul_add, Matrix.add_mul]
    abel
  map_smul' c A := by
    simp only [Matrix.mul_smul, Matrix.smul_mul, smul_add, RingHom.id_apply]

/-- The doubles operator: the occupied pair is replaced by a virtual pair with
amplitudes `W`. -/
def doubles (W : Matrix v v ℂ) :
    Module.End ℂ (Matrix (Fin 2 ⊕ v) (Fin 2 ⊕ v) ℂ) where
  toFun A := A (Sum.inl 0) (Sum.inl 1) • fromBlocks 0 0 0 W
  map_add' A B := by
    simp only [Matrix.add_apply, add_smul]
  map_smul' c A := by
    simp only [Matrix.smul_apply, smul_eq_mul, mul_smul, RingHom.id_apply]

/-- The cluster operator with singles and doubles. -/
def cluster (M : Matrix v (Fin 2) ℂ) (W : Matrix v v ℂ) :
    Module.End ℂ (Matrix (Fin 2 ⊕ v) (Fin 2 ⊕ v) ℂ) :=
  singles M + doubles W

/-- The coupled-cluster state: the exponential of the cluster operator applied to the
reference determinant. -/
def ccsdState (M : Matrix v (Fin 2) ℂ) (W : Matrix v v ℂ) :
    Matrix (Fin 2 ⊕ v) (Fin 2 ⊕ v) ℂ :=
  IsNilpotent.exp (cluster M W) reference

/-- The blocks of a state made of an occupied part `J` and a virtual part `W` after the
orbital transformation. -/
theorem shifted_blocks (J : Matrix o o ℂ) (M : Matrix v o ℂ) (W : Matrix v v ℂ) :
    orbitalShift M * fromBlocks J 0 0 W * (orbitalShift M)ᵀ =
      fromBlocks J (J * Mᵀ) (M * J) (M * J * Mᵀ + W) := by
  simp [orbitalShift, fromBlocks_transpose, fromBlocks_multiply]

/-- An amplitude matrix with invertible antisymmetric occupied block splits into an occupied
and a virtual part by exactly one orbital transformation of this kind. -/
theorem factorization_iff (J : Matrix o o ℂ) (X : Matrix v o ℂ) (Y : Matrix v v ℂ)
    (hJ : Jᵀ = -J) (hd : J.det ≠ 0) (M : Matrix v o ℂ) (W : Matrix v v ℂ) :
    fromBlocks J (-Xᵀ) X Y = orbitalShift M * fromBlocks J 0 0 W * (orbitalShift M)ᵀ ↔
      M = X * J⁻¹ ∧ W = Y + X * J⁻¹ * Xᵀ := by
  have hu : IsUnit J.det := isUnit_iff_ne_zero.mpr hd
  rw [shifted_blocks, fromBlocks_inj]
  constructor
  · rintro ⟨-, -, hX, hY⟩
    -- the mixed block fixes the singles, the virtual block then fixes the doubles
    have hM : M = X * J⁻¹ := by
      rw [hX, Matrix.mul_assoc, Matrix.mul_nonsing_inv _ hu, Matrix.mul_one]
    have hXt : Xᵀ = -(J * Mᵀ) := by
      rw [hX, Matrix.transpose_mul, hJ, Matrix.neg_mul]
    refine ⟨hM, ?_⟩
    rw [← hM, hXt, hY, Matrix.mul_neg, Matrix.mul_assoc]
    abel
  · rintro ⟨hM, hW⟩
    have hX : M * J = X := by
      rw [hM, Matrix.mul_assoc, Matrix.nonsing_inv_mul _ hu, Matrix.mul_one]
    have hXt : J * Mᵀ = -Xᵀ := by
      rw [← hX, Matrix.transpose_mul, hJ, Matrix.neg_mul, neg_neg]
    refine ⟨rfl, hXt.symm, hX.symm, ?_⟩
    rw [hW, ← hM, Matrix.mul_assoc, hXt, Matrix.mul_neg]
    abel

/-- The virtual part of the factorization is again antisymmetric. -/
theorem virtual_part_antisymm (J : Matrix o o ℂ) (X : Matrix v o ℂ) (Y : Matrix v v ℂ)
    (hJ : Jᵀ = -J) (hY : Yᵀ = -Y) (hd : J.det ≠ 0) :
    (Y + X * J⁻¹ * Xᵀ)ᵀ = -(Y + X * J⁻¹ * Xᵀ) := by
  have h := (factorization_iff J X Y hJ hd _ _).2 ⟨rfl, rfl⟩
  rw [shifted_blocks, fromBlocks_inj] at h
  have h4 := eq_sub_of_add_eq' h.2.2.2.symm
  rw [h4]
  generalize X * J⁻¹ = M
  rw [Matrix.transpose_sub, Matrix.transpose_mul, Matrix.transpose_mul,
    Matrix.transpose_transpose, hJ, hY, Matrix.neg_mul, Matrix.mul_neg, Matrix.mul_assoc]
  abel

/-- The action of the cluster operator on the blocks of a two-electron amplitude matrix. -/
theorem cluster_apply (M : Matrix v (Fin 2) ℂ) (W : Matrix v v ℂ)
    (A : Matrix (Fin 2) (Fin 2) ℂ) (B : Matrix (Fin 2) v ℂ)
    (C : Matrix v (Fin 2) ℂ) (D : Matrix v v ℂ) :
    cluster M W (fromBlocks A B C D) =
      fromBlocks 0 (A * Mᵀ) (M * A) (M * B + C * Mᵀ + A 0 1 • W) := by
  simp [cluster, singles, doubles, fromBlocks_transpose, fromBlocks_multiply,
    fromBlocks_add, fromBlocks_smul]

/-- Three applications of the cluster operator annihilate every two-electron state. -/
theorem cluster_cubed (M : Matrix v (Fin 2) ℂ) (W : Matrix v v ℂ) :
    cluster M W ^ 3 = 0 := by
  refine LinearMap.ext fun A => ?_
  have key : ∀ P Q R S, (cluster M W ^ 3) (fromBlocks P Q R S) = 0 := by
    intro P Q R S
    simp [pow_succ, cluster_apply]
  have h := key A.toBlocks₁₁ A.toBlocks₁₂ A.toBlocks₂₁ A.toBlocks₂₂
  rw [fromBlocks_toBlocks] at h
  rw [h, LinearMap.zero_apply]

/-- A multiple of the coupled-cluster state is an occupied pair plus a virtual pair, seen
through the orbital transformation given by the singles amplitudes. -/
theorem smul_ccsdState (k : ℂ) (M : Matrix v (Fin 2) ℂ) (W : Matrix v v ℂ) :
    k • ccsdState M W =
      orbitalShift M * fromBlocks (k • refPair) 0 0 (k • W) * (orbitalShift M)ᵀ := by
  have h1 : cluster M W reference = fromBlocks 0 (refPair * Mᵀ) (M * refPair) W := by
    rw [reference, cluster_apply]
    simp [show refPair 0 1 = 1 from rfl]
  have h2 : cluster M W (cluster M W reference) =
      (2 : ℚ) • fromBlocks 0 0 0 (M * refPair * Mᵀ) := by
    rw [h1, cluster_apply, two_smul, fromBlocks_add]
    simp [Matrix.mul_assoc]
  -- the exponential series stops after the quadratic term
  have h3 : ccsdState M W = reference + cluster M W reference +
      (2 : ℚ)⁻¹ • cluster M W (cluster M W reference) := by
    rw [ccsdState, IsNilpotent.exp_eq_sum (cluster_cubed M W)]
    simp [Finset.sum_range_succ, pow_succ, Nat.factorial]
  have h4 : ccsdState M W =
      fromBlocks refPair (refPair * Mᵀ) (M * refPair) (M * refPair * Mᵀ + W) := by
    rw [h3, h2, h1, smul_smul, inv_mul_cancel₀ (by norm_num), one_smul, reference,
      fromBlocks_add, fromBlocks_add]
    simp [add_comm]
  rw [h4, shifted_blocks, fromBlocks_smul]
  simp [smul_add]

/-- Antisymmetric amplitudes on two spin orbitals are a multiple of the reference pair. -/
theorem eq_smul_refPair (J : Matrix (Fin 2) (Fin 2) ℂ) (hJ : Jᵀ = -J) :
    J = J 0 1 • refPair := by
  have e0 : J 0 0 = -J 0 0 := congrFun (congrFun hJ 0) 0
  have e1 : J 1 1 = -J 1 1 := congrFun (congrFun hJ 1) 1
  have e2 : J 1 0 = -J 0 1 := congrFun (congrFun hJ 0) 1
  have h0 : J 0 0 = 0 := by linear_combination (1 / 2) * e0
  have h1 : J 1 1 = 0 := by linear_combination (1 / 2) * e1
  ext i j
  fin_cases i <;> fin_cases j <;> simp [refPair, h0, h1, e2]

/-- Coupled cluster with singles and doubles is exact for two electrons: a state with
invertible occupied block is a multiple of a coupled-cluster state, with unique factor and
amplitudes, and the doubles amplitudes are antisymmetric. -/
theorem ccsd_exact (J : Matrix (Fin 2) (Fin 2) ℂ) (X : Matrix v (Fin 2) ℂ)
    (Y : Matrix v v ℂ) (hJ : Jᵀ = -J) (hY : Yᵀ = -Y) (hd : J.det ≠ 0) :
    ((J 0 1)⁻¹ • (Y + X * J⁻¹ * Xᵀ))ᵀ = -((J 0 1)⁻¹ • (Y + X * J⁻¹ * Xᵀ)) ∧
    ∀ (k : ℂ) (M : Matrix v (Fin 2) ℂ) (W : Matrix v v ℂ),
      fromBlocks J (-Xᵀ) X Y = k • ccsdState M W ↔
        k = J 0 1 ∧ M = X * J⁻¹ ∧ W = (J 0 1)⁻¹ • (Y + X * J⁻¹ * Xᵀ) := by
  have hε := eq_smul_refPair J hJ
  have h0 : J 0 1 ≠ 0 := by
    intro h
    apply hd
    rw [hε, h, zero_smul]
    simp
  refine ⟨by rw [Matrix.transpose_smul, virtual_part_antisymm J X Y hJ hY hd, smul_neg], ?_⟩
  intro k M W
  rw [smul_ccsdState]
  constructor
  · intro h
    -- the occupied block fixes the overall factor
    have hb := h
    rw [shifted_blocks, fromBlocks_inj] at hb
    have hk : J 0 1 = k := by
      have h01 := congrFun (congrFun hb.1 0) 1
      simpa [refPair] using h01
    subst hk
    rw [← hε] at h
    obtain ⟨hM, hW⟩ := (factorization_iff J X Y hJ hd _ _).1 h
    exact ⟨rfl, hM, by rw [← hW, smul_smul, inv_mul_cancel₀ h0, one_smul]⟩
  · rintro ⟨hk, hM, hW⟩
    rw [hk, ← hε]
    exact (factorization_iff J X Y hJ hd _ _).2
      ⟨hM, by rw [hW, smul_smul, mul_inv_cancel₀ h0, one_smul]⟩

/-- A nonzero state without a component on the reference determinant is not a multiple of
any coupled-cluster state. -/
theorem not_ccsd_of_no_reference (C : Matrix (Fin 2 ⊕ v) (Fin 2 ⊕ v) ℂ) (hC : C ≠ 0)
    (h : C (Sum.inl 0) (Sum.inl 1) = 0) (k : ℂ) (M : Matrix v (Fin 2) ℂ)
    (W : Matrix v v ℂ) : C ≠ k • ccsdState M W := by
  intro e
  have e' := congrFun (congrFun e (Sum.inl 0)) (Sum.inl 1)
  rw [smul_ccsdState, shifted_blocks, fromBlocks_apply₁₁, h] at e'
  have hk : 0 = k := by simpa [refPair] using e'
  apply hC
  rw [e, ← hk, zero_smul]

end

end TwoElectronCoupledCluster
```

```lean
#print axioms TwoElectronCoupledCluster.ccsd_exact
#print axioms TwoElectronCoupledCluster.not_ccsd_of_no_reference
```

```
'TwoElectronCoupledCluster.ccsd_exact' depends on axioms: [propext, Classical.choice, Quot.sound]
'TwoElectronCoupledCluster.not_ccsd_of_no_reference' depends on axioms: [propext, Classical.choice, Quot.sound]
```

## Amplitudes, excitations and normalisation

The matrix C stands for the state

|Ψ⟩ = ½ Σ_pq C_pq a†_p a†_q |vac⟩,

whose squared norm, for orthonormal spin orbitals as assumed throughout, is ½ Σ_pq |C_pq|². The two occupied spin orbitals are numbered 0 and 1, as in `Fin 2`; the virtual ones are labelled by a finite type `v`. The sum type `Fin 2 ⊕ v` labels them all, and `fromBlocks` assembles a matrix from its four blocks.

Write ε for `refPair`, the matrix with ε₀₁ = 1, ε₁₀ = −1 and zero diagonal. The reference determinant Φ₀, called `reference`, has ε as its occupied block and zeros elsewhere. In the convention above it is the normalised state a†₀ a†₁ |vac⟩.

The singles amplitudes M_ai and doubles amplitudes W_ab belong to the operators

T₁ = Σ_ai M_ai a†_a a_i,

T₂ = ½ Σ_ab W_ab a†_a a†_b a₁ a₀.

On amplitude matrices, T₁ acts as A ↦ tA + Atᵀ, where t has M in its virtual–occupied block and zeros elsewhere: each electron is excited in turn. For antisymmetric W, T₂ reads off the amplitude A₀₁ and puts A₀₁W into the virtual block; the code takes this rule as the definition for every W. These are `singles` and `doubles`, and their sum T is `cluster`. The definition `ccsdState` is exp(T)Φ₀. Its reference amplitude is 1, the usual intermediate normalisation, so a general state needs an overall factor k.

## What the exactness theorem says

The theorem `ccsd_exact` takes antisymmetric J and Y with det J ≠ 0. It states that, for all k, M and W,

C = k exp(T₁ + T₂)Φ₀

holds if and only if

k = J₀₁, M = X J⁻¹, W = (Y + X J⁻¹ Xᵀ)/J₀₁.

The equivalence gives existence and uniqueness together. The theorem also says that this W is antisymmetric, as doubles amplitudes must be. With the matrix rule for T₂, uniqueness holds among all matrices W. The operator T₂ written with creation and annihilation operators depends only on the antisymmetric part of W, so for it uniqueness is among antisymmetric amplitudes.

Since J = J₀₁ε, we have det J = J₀₁². The determinant condition therefore says that the state overlaps the reference determinant; for a normalised state, |J₀₁|² is the weight of that determinant. Written out, the amplitudes are

M_a0 = X_a1/J₀₁, M_a1 = −X_a0/J₀₁,

W_ab = Y_ab/J₀₁ − (M_a0 M_b1 − M_a1 M_b0).

The last line subtracts from the double-excitation coefficient the part already produced by two single excitations.

In a finite spin-orbital basis, the full configuration interaction ground state of H₂ or He thus lies within the CCSD ansatz whenever it overlaps the chosen reference. No Hamiltonian appears in the theorem, which concerns the form of the state and not the solution of the CCSD amplitude equations.

## Splitting off the occupied pair

Let L be the block matrix [[1, 0], [M, 1]], called `orbitalShift M`. It adds virtual components to the occupied orbitals. In this section W denotes the virtual part of the factorization; for two occupied orbitals it equals J₀₁ times the doubles amplitudes of the exactness theorem. Multiplying out the blocks gives

L diag(J, W) Lᵀ = [[J, JMᵀ], [MJ, MJMᵀ + W]].

This is `shifted_blocks`. Setting the result equal to C gives MJ = X, hence M = X J⁻¹. The other mixed block then agrees automatically, because

Xᵀ = JᵀMᵀ = −JMᵀ.

The virtual block gives

W = Y − MJMᵀ = Y + MXᵀ = Y + X J⁻¹ Xᵀ.

Conversely, these values reproduce all four blocks. The lemma `factorization_iff` follows this calculation: `fromBlocks_inj` turns the matrix equation into four block equations, and the two directions solve and check them. It allows any finite set `o` in place of the two occupied orbitals, provided J is antisymmetric and invertible. Such a J cannot exist when `o` has an odd number of elements.

For antisymmetric Y, transposing W = Y − MJMᵀ gives

Wᵀ = −Y + MJMᵀ = −W.

The lemma `virtual_part_antisymm` obtains the expression for W from the factorization and then takes this transpose.

## The exponential stops at second order

For a matrix with blocks A, B, C′, D, the cluster operator gives

T[[A, B], [C′, D]] = [[0, AMᵀ], [MA, MB + C′Mᵀ + A₀₁W]].

This is `cluster_apply`. One application empties the occupied block, a second leaves only the virtual block, and a third gives zero. Hence T³ = 0, which `cluster_cubed` proves by applying the block formula three times. The algebraic exponential `IsNilpotent.exp` is then the finite sum 1 + T + T²/2.

On the reference determinant,

TΦ₀ = [[0, εMᵀ], [Mε, W]],

T²Φ₀ = [[0, 0], [0, 2MεMᵀ]].

The factor 1/2 in the exponential cancels the 2, so

exp(T)Φ₀ = [[ε, εMᵀ], [Mε, MεMᵀ + W]] = L diag(ε, W) Lᵀ.

In `smul_ccsdState`, the steps `h1` and `h2` compute TΦ₀ and T²Φ₀, `h3` truncates the series, and `h4` adds the terms. Multiplication by k then gives

k exp(T)Φ₀ = L diag(kε, kW) Lᵀ.

## Matching the factor and the amplitudes

An antisymmetric 2 by 2 matrix has zero diagonal and opposite off-diagonal entries, so J = J₀₁ε; this is `eq_smul_refPair`. If J₀₁ were zero, J would vanish and so would its determinant. The hypothesis det J ≠ 0 therefore allows division by J₀₁.

Suppose now that C = k exp(T)Φ₀. The (0,1) entry of the occupied block gives k = J₀₁, and so kε = J. The factorization, with kW as its virtual part, yields

M = X J⁻¹, kW = Y + X J⁻¹ Xᵀ.

Dividing the second equation by k gives the doubles amplitudes. For the converse, the proof of `ccsd_exact` inserts the stated values and applies the factorization in the other direction.

## A state with no reference component

If det J ≠ 0 is dropped, existence can fail with a single virtual orbital. Take J = 0, Y = 0 and X = (1, 0). The state is the normalised determinant a†_a a†₀ |vac⟩, where a is the virtual orbital. Its (0,1) amplitude is zero, whereas that of k exp(T)Φ₀ is k. Equality would force k = 0 and make the whole state vanish.

The theorem `not_ccsd_of_no_reference` gives the same argument for every nonzero C with C₀₁ = 0. The obstruction lies in the choice of reference: the state in the example is itself a single determinant, and would be exact with its own orbitals taken as occupied.

## Cluster operators on Fock space

The excitation operators could also be defined on the full fermionic Fock space, through creation and annihilation operators. Antisymmetry would then be built into the states, and the same definitions would serve for any number of electrons. The matrix rules for T₁ and T₂, which are definitions here, would become statements to be proved on the two-electron sector before the block calculation could begin.
